# A cosine window makes finite cutoff sums continuously differentiable in the energy scale, while a sharp step can make them jump

## Energies, scale and cutoffs

Let $G$ label the functions of a finite basis $S$, for instance plane waves. Each has a real energy $e_G$ at a reference geometry and a real coefficient $c_G$. A dimensionless scale $s$ changes all energies together, from $e_G$ to $s e_G$. Here $e$ is always an energy, never a charge.

For $a<b$, in the same units as the energies, the cosine window is

$$
f(x)=\begin{cases}1,&x\le a,\\ \tfrac12\left[1+\cos\dfrac{\pi(x-a)}{b-a}\right],&a<x\le b,\\ 0,&x>b.\end{cases}
$$

The sharp cutoff is $\theta_b(x)=1$ for $x\le b$ and $0$ for $x>b$, so a function exactly at the cutoff is kept. For either weight $w$, the cutoff sum is

$$F_w(s)=\sum_{G\in S}c_G\,w(s e_G).$$

## Why the scale matters

When a crystal is compressed equally in all directions at fixed cutoff energy, its plane-wave energies are all multiplied by the same $s>1$, and functions can leave the basis. An energy computed as a function of volume can then have steps that come from the basis. The same happens at fixed geometry when the cutoff is varied for an extrapolation to the complete basis: for $s>0$, weighting $s e_G$ with edges $a,b$ is the same as weighting $e_G$ with edges $a/s,b/s$.

This concerns correlation energies in the random-phase approximation (RPA), which converge slowly with the basis; the results below describe their cutoff dependence only in a model that is a finite linear sum with fixed coefficients. In the RPA itself the weighted interaction enters through the logarithm of a matrix, and the response function changes with volume. Passing from the linear sum to that energy is the step that the hypotheses leave open.

## A shell crossing the cutoff in a cubic cell

In a plane-wave RPA calculation, the window can multiply the Coulomb interaction belonging to each $G$. Take a cubic cell of side $L$, with reference side $L_0$. The plane waves with the period of the cell have integer triples $n$ and energies $|n|^2\varepsilon$, where $\varepsilon$ is the lowest nonzero energy at $L_0$. Changing the side gives $s=(L_0/L)^2$.

Let $b=10\varepsilon$. The 24 vectors with $|n|^2=10$ sit at the cutoff when $s=1$. If they share the coefficient $c$ by symmetry, and $c$ is held fixed as the side changes, they contribute $24c$ to the sharply cut sum at $s=1$ and nothing for any smaller cell.

With the cosine window and $a=8\varepsilon$, the same shell has weight zero at $s=1$. At $s=0.95$, a cell about 2.6% longer, its weight is $\tfrac12(1+\cos 0.75\pi)\approx0.146$, and it contributes about $3.5c$. The shell enters gradually.

## The slope of the smooth sum

On the ramp, write $r(x)=\tfrac12[1+\cos\varphi(x)]$ with $\varphi(x)=\pi(x-a)/(b-a)$. Then

$$r'(x)=-\frac{\pi}{2(b-a)}\sin\varphi(x).$$

Since $\varphi(a)=0$ and $\varphi(b)=\pi$, we have $r(a)=1$, $r(b)=0$ and $r'(a)=r'(b)=0$. Values and slopes match the constant pieces at both joints. Hence $f$ is differentiable everywhere, and $f'$, which is $r'$ on the ramp and zero elsewhere, is continuous. The chain rule gives

$$F_f'(s)=\sum_{G\in S}c_G\,e_G\,f'(s e_G),$$

a finite sum of continuous functions. So $F_f$ is continuously differentiable, or $C^1$.

The window itself is not $C^2$. At $a$ the derivative of $f'$ from the left is $0$, while from the right it is

$$r''(a)=-\frac12\left(\frac{\pi}{b-a}\right)^2\ne0.$$

## The jump of the sharp sum

Now let $b>0$ and $e_G\ge0$. As $s$ approaches $s_0$ from below, each $\theta_b(s e_G)$ tends to its value at $s_0$. From above, it tends to $1$ if $s_0e_G<b$ and to $0$ otherwise: a term exactly at the cutoff has $e_G>0$ and is pushed out by any increase of $s$. Subtracting the limit from above gives

$$F_{\theta_b}(s_0)-\lim_{s\downarrow s_0}F_{\theta_b}(s)=\sum_{G\in S:\,s_0e_G=b}c_G.$$

The limit from below already equals $F_{\theta_b}(s_0)$. The sum is therefore continuous at $s_0$ exactly when the coefficients of this shell add up to zero, which includes an empty shell.

For one term with $c\ne0$ and $e>0$, the difference at $s_0=b/e$ is $c$, so the term is discontinuous there. This holds for every real $b$.

## The statements in Lean

`window a b` is $f$, `windowSlope a b` is $f'$, and `sharpStep b` is $\theta_b$. `cutoffSum w S c e s` is $F_w(s)$, with `S` a `Finset` of labels from an arbitrary type `ι` and `c`, `e` real-valued functions on that type. The labels need not be wave vectors, and the basis may be empty.

`window_contDiff` and `cutoffSum_contDiff` express the $C^1$ property as `ContDiff ℝ 1`, on the whole real line and for energies of either sign. `cutoffSum_hasDerivAt` supplies the derivative of the sum. `window_deriv_not_differentiableAt` says that $f'$ has no derivative at $a$; it is a statement about the window alone.

`sharp_continuousAt_iff` is the shell criterion, under `0 < b` and nonnegative energies on `S`. The condition on $b$ can't be relaxed to $b\ge0$: for $b=0$, a single term with $e=0$ and $c=1$ is constant in $s$, although its shell sum is $1$. In `sharp_single_not_continuousAt`, `c` and `e` are single numbers.

Infinite sums and the limit of an infinite cutoff do not appear.

## The complete Lean file

```lean
import Mathlib

open Filter Topology Real

namespace SmoothCutoffExtrapolation

noncomputable section

/-- A shifted and rescaled cosine, equal to 1 at `a` and 0 at `b` for `a ≠ b`. For `a < b` it falls
from `a` to `b`. -/
def ramp (a b x : ℝ) : ℝ := (1 + Real.cos (π * (x - a) / (b - a))) / 2

/-- The slope formula of the cosine ramp, for `a ≠ b`. -/
def rampSlope (a b x : ℝ) : ℝ :=
  -(π / (b - a)) / 2 * Real.sin (π * (x - a) / (b - a))

/-- The cosine window, for `a < b`: 1 up to `a`, the cosine ramp up to `b`, and 0 beyond. -/
def window (a b x : ℝ) : ℝ := if x ≤ a then 1 else if x ≤ b then ramp a b x else 0

/-- The slope formula of the cosine window, for `a < b`: zero outside the ramp. -/
def windowSlope (a b x : ℝ) : ℝ :=
  if x ≤ a then 0 else if x ≤ b then rampSlope a b x else 0

/-- The sharp cutoff: 1 up to the energy `b` and 0 above it. -/
def sharpStep (b x : ℝ) : ℝ := if x ≤ b then 1 else 0

/-- A finite sum over basis functions `G` with coefficients `c G` and energies `e G`,
weighted by the window `w` at the scaled energies `s * e G`. -/
def cutoffSum {ι : Type*} (w : ℝ → ℝ) (S : Finset ι) (c e : ι → ℝ) (s : ℝ) : ℝ :=
  ∑ G ∈ S, c G * w (s * e G)

/-- Two differentiable functions that agree in value and slope at `p` join there to a
differentiable function. -/
theorem hasDerivAt_glue {g h g' h' : ℝ → ℝ} {p : ℝ}
    (hg : ∀ x, HasDerivAt g (g' x) x) (hh : ∀ x, HasDerivAt h (h' x) x)
    (e : g p = h p) (e' : g' p = h' p) (x : ℝ) :
    HasDerivAt (fun y => if y ≤ p then g y else h y) (if x ≤ p then g' x else h' x) x := by
  rcases lt_trichotomy x p with hx | hx | hx
  · rw [if_pos hx.le]
    refine (hg x).congr_of_eventuallyEq ?_
    filter_upwards [Iio_mem_nhds hx] with y hy
    exact if_pos (le_of_lt hy)
  · -- at the joint, combine the derivatives from the two sides
    subst hx
    rw [if_pos le_rfl]
    have l : HasDerivWithinAt (fun y => if y ≤ x then g y else h y) (g' x) (Set.Iic x) x :=
      (hg x).hasDerivWithinAt.congr (fun y hy => if_pos hy) (if_pos le_rfl)
    have r : HasDerivWithinAt (fun y => if y ≤ x then g y else h y) (g' x) (Set.Ici x) x := by
      rw [e']
      refine (hh x).hasDerivWithinAt.congr (fun y hy => ?_) ((if_pos le_rfl).trans e)
      rcases eq_or_lt_of_le (Set.mem_Ici.mp hy) with h1 | h1
      · subst h1
        exact (if_pos le_rfl).trans e
      · exact if_neg (not_le.2 h1)
    have u := l.union r
    rwa [Set.Iic_union_Ici, hasDerivWithinAt_univ] at u
  · rw [if_neg (not_le.2 hx)]
    refine (hh x).congr_of_eventuallyEq ?_
    filter_upwards [Ioi_mem_nhds hx] with y hy
    exact if_neg (not_le.2 hy)

/-- The phase of the cosine ramp grows at the constant rate `π / (b - a)`, for `a < b`. -/
theorem phase_hasDerivAt {a b : ℝ} (_hab : a < b) (x : ℝ) :
    HasDerivAt (fun y => π * (y - a) / (b - a)) (π / (b - a)) x := by
  simpa using (((hasDerivAt_id' x).sub_const a).const_mul π).div_const (b - a)

/-- For `a < b` the cosine window is differentiable everywhere, with the stated slope. -/
theorem window_hasDerivAt {a b : ℝ} (hab : a < b) (x : ℝ) :
    HasDerivAt (window a b) (windowSlope a b x) x := by
  have hb : π * (b - a) / (b - a) = π := mul_div_cancel_right₀ _ (sub_ne_zero.2 hab.ne')
  have hr : ∀ y, HasDerivAt (ramp a b) (rampSlope a b y) y := fun y => by
    refine (((phase_hasDerivAt hab y).cos.const_add 1).div_const 2).congr_deriv ?_
    unfold rampSlope
    ring
  -- join the ramp to 0 at `b`, then the constant 1 to the result at `a`
  have tail := hasDerivAt_glue (p := b) (h := fun _ => 0) (h' := fun _ => 0) hr
    (fun y => hasDerivAt_const y 0)
    (by rw [ramp, hb, Real.cos_pi]; norm_num) (by rw [rampSlope, hb, Real.sin_pi, mul_zero])
  exact hasDerivAt_glue (p := a) (g := fun _ => 1) (g' := fun _ => 0)
    (h' := fun y => if y ≤ b then rampSlope a b y else 0)
    (fun y => hasDerivAt_const y 1) tail
    (by norm_num [hab.le, ramp]) (by simp [hab.le, rampSlope]) x

/-- For `a < b` the cosine window is continuously differentiable on the whole real line. -/
theorem window_contDiff {a b : ℝ} (hab : a < b) : ContDiff ℝ 1 (window a b) := by
  have hd : deriv (window a b) = windowSlope a b :=
    funext fun x => (window_hasDerivAt hab x).deriv
  have hb : π * (b - a) / (b - a) = π := mul_div_cancel_right₀ _ (sub_ne_zero.2 hab.ne')
  have hc : Continuous (rampSlope a b) := by
    unfold rampSlope
    fun_prop
  rw [contDiff_one_iff_deriv, hd]
  refine ⟨fun x => (window_hasDerivAt hab x).differentiableAt, ?_⟩
  -- the slope vanishes at both ends of the ramp
  refine Continuous.if_le continuous_const
    (Continuous.if_le hc continuous_const continuous_id continuous_const ?_)
    continuous_id continuous_const ?_
  · intro x hx
    have hx' : x = b := hx
    rw [hx', rampSlope, hb, Real.sin_pi, mul_zero]
  · intro x hx
    have hx' : x = a := hx
    simp [hx', hab.le, rampSlope]

/-- For `a < b` the derivative of the cosine window is not differentiable at `a`. -/
theorem window_deriv_not_differentiableAt {a b : ℝ} (hab : a < b) :
    ¬ DifferentiableAt ℝ (deriv (window a b)) a := by
  intro h
  rw [show deriv (window a b) = windowSlope a b from
    funext fun x => (window_hasDerivAt hab x).deriv] at h
  have l : HasDerivWithinAt (windowSlope a b) 0 (Set.Iic a) a :=
    (hasDerivWithinAt_const a (Set.Iic a) (0 : ℝ)).congr
      (fun y hy => if_pos hy) (if_pos le_rfl)
  have hs : ∀ y ∈ Set.Icc a b, windowSlope a b y = rampSlope a b y := by
    intro y hy
    rcases eq_or_lt_of_le hy.1 with h1 | h1
    · simp [← h1, windowSlope, rampSlope]
    · simp [windowSlope, not_le.2 h1, hy.2]
  have d : HasDerivAt (rampSlope a b) (-(π / (b - a)) / 2 * (π / (b - a))) a := by
    refine ((phase_hasDerivAt hab a).sin.const_mul (-(π / (b - a)) / 2)).congr_deriv ?_
    simp
  have ha : a ∈ Set.Icc a b := Set.left_mem_Icc.2 hab.le
  have r := d.hasDerivWithinAt.congr hs (hs a ha)
  -- the two one-sided second derivatives differ
  have e1 := (uniqueDiffWithinAt_Iic a).eq_deriv _ h.hasDerivAt.hasDerivWithinAt l
  have e2 := (uniqueDiffOn_Icc hab a ha).eq_deriv _ h.hasDerivAt.hasDerivWithinAt r
  have q : 0 < π / (b - a) := div_pos Real.pi_pos (sub_pos.2 hab)
  nlinarith [mul_pos q q]

/-- For `a < b` the derivative of the smoothly cut sum with respect to the scale `s` is the
sum of the terms `c G * (windowSlope a b (s * e G) * e G)`. -/
theorem cutoffSum_hasDerivAt {ι : Type*} {a b : ℝ} (hab : a < b) (S : Finset ι)
    (c e : ι → ℝ) (s : ℝ) :
    HasDerivAt (cutoffSum (window a b) S c e)
      (∑ G ∈ S, c G * (windowSlope a b (s * e G) * e G)) s := by
  refine HasDerivAt.fun_sum fun G _ => ?_
  have h1 : HasDerivAt (fun t => t * e G) (e G) s := by
    simpa using (hasDerivAt_id' s).mul_const (e G)
  exact ((window_hasDerivAt hab (s * e G)).comp s h1).const_mul (c G)

/-- For `a < b` every finite sum cut off by the cosine window is a continuously
differentiable function of the scale. -/
theorem cutoffSum_contDiff {ι : Type*} {a b : ℝ} (hab : a < b) (S : Finset ι)
    (c e : ι → ℝ) : ContDiff ℝ 1 (cutoffSum (window a b) S c e) :=
  ContDiff.sum fun _ _ =>
    contDiff_const.mul ((window_contDiff hab).comp (contDiff_id.mul contDiff_const))

/-- One-sided limits of a sharply cut term of energy `e ≥ 0`, where `e > 0` if the term sits
at the cutoff: from below its value at `s₀`, from above 1 only if `s₀ * e < b`, else 0. -/
theorem sharpStep_limits {b e s₀ : ℝ} (he : 0 ≤ e) (h0 : s₀ * e = b → 0 < e) :
    Tendsto (fun s => sharpStep b (s * e)) (𝓝[<] s₀) (𝓝 (sharpStep b (s₀ * e))) ∧
    Tendsto (fun s => sharpStep b (s * e)) (𝓝[>] s₀)
      (𝓝 (if s₀ * e < b then 1 else 0)) := by
  constructor
  · refine tendsto_const_nhds.congr' ?_
    by_cases h : s₀ * e ≤ b
    · filter_upwards [self_mem_nhdsWithin] with s hs
      have h1 : s * e ≤ b := (mul_le_mul_of_nonneg_right (le_of_lt hs) he).trans h
      simp [sharpStep, h, h1]
    · have ho : {s : ℝ | b < s * e} ∈ 𝓝 s₀ :=
        (isOpen_lt (by fun_prop) (by fun_prop)).mem_nhds (not_le.1 h)
      filter_upwards [mem_nhdsWithin_of_mem_nhds ho] with s hs
      have h1 : ¬ s * e ≤ b := not_le.2 hs
      simp only [sharpStep, if_neg h, if_neg h1]
  · refine tendsto_const_nhds.congr' ?_
    by_cases h : s₀ * e < b
    · have ho : {s : ℝ | s * e < b} ∈ 𝓝 s₀ :=
        (isOpen_lt (by fun_prop) (by fun_prop)).mem_nhds h
      filter_upwards [mem_nhdsWithin_of_mem_nhds ho] with s hs
      have h1 : s * e ≤ b := le_of_lt hs
      simp only [sharpStep, if_pos h, if_pos h1]
    · filter_upwards [self_mem_nhdsWithin] with s hs
      have h1 : ¬ s * e ≤ b := by
        rw [not_le]
        rcases eq_or_lt_of_le (not_lt.1 h) with h2 | h2
        · exact h2.trans_lt (mul_lt_mul_of_pos_right hs (h0 h2.symm))
        · exact h2.trans_le (mul_le_mul_of_nonneg_right (le_of_lt hs) he)
      simp only [sharpStep, if_neg h, if_neg h1]

/-- With a sharp cutoff `b > 0` and energies `e G ≥ 0`, the sum is continuous at `s₀` exactly
when the coefficients of the shell `s₀ * e G = b` add up to zero. -/
theorem sharp_continuousAt_iff {ι : Type*} {b : ℝ} (hb : 0 < b) (S : Finset ι)
    (c e : ι → ℝ) (he : ∀ G ∈ S, 0 ≤ e G) (s₀ : ℝ) :
    ContinuousAt (cutoffSum (sharpStep b) S c e) s₀ ↔
      ∑ G ∈ S with s₀ * e G = b, c G = 0 := by
  have h0 : ∀ G ∈ S, s₀ * e G = b → 0 < e G := fun G hG h =>
    lt_of_le_of_ne (he G hG) fun h1 => by
      rw [← h1, mul_zero] at h
      exact hb.ne h
  have L : Tendsto (cutoffSum (sharpStep b) S c e) (𝓝[<] s₀)
      (𝓝 (cutoffSum (sharpStep b) S c e s₀)) :=
    tendsto_finsetSum S fun G hG =>
      (sharpStep_limits (he G hG) (h0 G hG)).1.const_mul (c G)
  have R : Tendsto (cutoffSum (sharpStep b) S c e) (𝓝[>] s₀)
      (𝓝 (∑ G ∈ S, c G * (if s₀ * e G < b then 1 else 0))) :=
    tendsto_finsetSum S fun G hG =>
      (sharpStep_limits (he G hG) (h0 G hG)).2.const_mul (c G)
  -- the jump is the total coefficient of the shell at the cutoff
  have J : cutoffSum (sharpStep b) S c e s₀ -
      ∑ G ∈ S, c G * (if s₀ * e G < b then 1 else 0) =
      ∑ G ∈ S with s₀ * e G = b, c G := by
    rw [cutoffSum, Finset.sum_filter, ← Finset.sum_sub_distrib]
    refine Finset.sum_congr rfl fun G _ => ?_
    rcases lt_trichotomy (s₀ * e G) b with h | h | h
    · simp [sharpStep, h, h.le, h.ne]
    · simp [sharpStep, h]
    · simp [sharpStep, not_le.2 h, not_lt.2 h.le, h.ne']
  rw [continuousAt_iff_continuous_left'_right']
  constructor
  · rintro ⟨_, hr⟩
    have u := tendsto_nhds_unique hr R
    linarith
  · intro h
    refine ⟨L, ?_⟩
    rw [h] at J
    rw [← sub_eq_zero.1 J] at R
    exact R

/-- A single sharply cut term with coefficient `c ≠ 0` and energy `e > 0` is discontinuous
at the scale `b / e`. -/
theorem sharp_single_not_continuousAt {b c e : ℝ} (hc : c ≠ 0) (he : 0 < e) :
    ¬ ContinuousAt (fun s => c * sharpStep b (s * e)) (b / e) := by
  intro h
  have hbe : b / e * e = b := by field_simp
  have R := (sharpStep_limits (b := b) (s₀ := b / e) he.le fun _ => he).2.const_mul c
  have u := tendsto_nhds_unique (h.tendsto.mono_left nhdsWithin_le_nhds) R
  rw [hbe] at u
  exact hc (by simpa [sharpStep] using u)

end

end SmoothCutoffExtrapolation
```

```lean
#print axioms SmoothCutoffExtrapolation.cutoffSum_hasDerivAt
#print axioms SmoothCutoffExtrapolation.cutoffSum_contDiff
#print axioms SmoothCutoffExtrapolation.sharp_continuousAt_iff
#print axioms SmoothCutoffExtrapolation.sharp_single_not_continuousAt
```

```
'SmoothCutoffExtrapolation.cutoffSum_hasDerivAt' depends on axioms: [propext, Classical.choice, Quot.sound]
'SmoothCutoffExtrapolation.cutoffSum_contDiff' depends on axioms: [propext, Classical.choice, Quot.sound]
'SmoothCutoffExtrapolation.sharp_continuousAt_iff' depends on axioms: [propext, Classical.choice, Quot.sound]
'SmoothCutoffExtrapolation.sharp_single_not_continuousAt' depends on axioms: [propext, Classical.choice, Quot.sound]
```

## Joining the pieces of the window

`hasDerivAt_glue` treats two differentiable functions that meet at `p` with equal value and slope. Away from `p`, the joined function coincides with one of them in a neighbourhood and inherits its derivative. At `p`, the proof finds the same derivative within each closed half-line and combines the two with `l.union r`.

`window_hasDerivAt` differentiates the ramp, using `phase_hasDerivAt` for the constant rate of the phase, and applies the gluing lemma twice. The first use joins the ramp to zero at $b$; the second joins the constant one to that result at $a$. The side conditions are the four endpoint values computed above. `window_contDiff` then needs only the continuity of the slope, which `Continuous.if_le` reduces to its vanishing at the two joints.

For the missing second derivative, the proof assumes that one exists at $a$. Uniqueness of derivatives within the half-line up to $a$ makes it zero, and uniqueness within $[a,b]$ makes it $-\tfrac12(\pi/(b-a))^2$. The closing `nlinarith` derives the contradiction from the positivity of $\pi/(b-a)$.

`cutoffSum_hasDerivAt` applies the chain rule to each term and adds the results. `cutoffSum_contDiff` composes the $C^1$ window with $s\mapsto s e_G$, multiplies by the coefficient and sums.

## One-sided limits at the cutoff

`sharpStep_limits` proves both limits of a single step by showing that it is constant on the relevant side, close enough to $s_0$. Strict inequalities persist nearby because they define open sets; the remaining cases follow from the monotonicity of $s\mapsto se$ for $e\ge0$, which is strict for a term exactly at the cutoff because $e>0$ is assumed there.

In `sharp_continuousAt_iff`, `L` and `R` are the limits of the whole sum from below and above, and `J` is the jump formula, checked term by term according to whether $s_0e_G$ is below, at or above $b$. If the sum is continuous, uniqueness of limits forces the jump to vanish. Conversely, a vanishing shell sum turns `R` into convergence to the value at $s_0$, and `L` supplies the other side.

The single-term theorem uses the limit from above directly: continuity at $b/e$ would make $c$ equal to zero.
